# Löwdin's rule for one-body matrix elements between Slater determinants in a finite basis

## Orbitals, determinants and the one-body operator

Let $X$ be a finite set labelling an orthonormal one-particle basis, with spin included in the label if needed. An orbital is a function $X\to\mathbb C$, and a one-particle operator is a complex matrix $h$ on $X$, not necessarily Hermitian. The $N$ particles and the $N$ orbitals are both indexed by `Fin N`, that is, by $0,\dots,N-1$.

```lean
import Mathlib

open scoped Matrix ComplexConjugate

namespace LowdinOneBody

noncomputable section

variable {X : Type*} [Fintype X] {N : ℕ}
```

The inner product is antilinear in its first argument, $\langle u,v\rangle=\sum_y \overline{u(y)}\,v(y)$. The set $Y$ in the code can be any finite set, so the same definition serves orbitals ($Y=X$) and $N$-particle wavefunctions, where $Y$ is the set of configurations $x=(x_0,\dots,x_{N-1})$, coded as functions `Fin N → X`.

```lean
/-- The inner product `⟨u, v⟩` of two complex functions on a finite set. -/
def braket {Y : Type*} [Fintype Y] (u v : Y → ℂ) : ℂ := ∑ y, conj (u y) * v y
```

For orbitals $\varphi_j$, the matrix of values has entry $\varphi_j(x_i)$ in row $i$, column $j$: rows are particles and columns are orbitals.

```lean
/-- The matrix of orbital values: row `i` belongs to particle `i`, column `j` to orbital `j`. -/
def orbitalMatrix {X : Type*} (φ : Fin N → X → ℂ) (x : Fin N → X) : Matrix (Fin N) (Fin N) ℂ :=
  Matrix.of fun i j => φ j (x i)
```

Its determinant is the Slater determinant $D_\varphi(x)$, without the usual factor $1/\sqrt{N!}$.

```lean
/-- The unnormalised Slater determinant of the orbitals `φ`. -/
def slater {X : Type*} (φ : Fin N → X → ℂ) (x : Fin N → X) : ℂ := (orbitalMatrix φ x).det
```

The operator $\hat F=\sum_i h_i$ acts on one coordinate at a time,
$$(\hat F\Psi)(x)=\sum_i\sum_{y\in X}h(x_i,y)\,\Psi(x_0,\dots,y,\dots,x_{N-1}),$$
with $y$ in place $i$. `Function.update x i y` is this changed configuration.

```lean
/-- The one-body operator `∑ᵢ hᵢ`, in which `h` acts on each particle in turn. -/
def oneBody (h : Matrix X X ℂ) (Ψ : (Fin N → X) → ℂ) (x : Fin N → X) : ℂ :=
  ∑ i, ∑ y, h (x i) y * Ψ (Function.update x i y)
```

For two families $\varphi,\chi$, put $S_{ij}=\langle\varphi_i,\chi_j\rangle$ and $H_{ij}=\langle\varphi_i,h\chi_j\rangle$. The code obtains $H$ as the overlap of $\varphi$ with the family `fun j => h *ᵥ χ j`, where `*ᵥ` applies a matrix to a vector.

```lean
/-- The matrix of inner products `⟨φ_i, χ_j⟩` between two families of orbitals. -/
def overlap (φ χ : Fin N → X → ℂ) : Matrix (Fin N) (Fin N) ℂ :=
  Matrix.of fun i j => braket (φ i) (χ j)
```

## (a) A trace as a sum of determinants

Let $A,B$ be $N\times N$ matrices, and let $A[k\leftarrow b]$ be $A$ with column $k$ replaced by $b$. Write $B_{\cdot k}$ for column $k$ of $B$. Show that
$$\operatorname{tr}(\operatorname{adj}(A)B)=\sum_k\det A[k\leftarrow B_{\cdot k}].$$

The entry $\operatorname{adj}(A)_{ki}$ is the cofactor $C_{ik}$ of $A_{ik}$. The trace is therefore $\sum_k\sum_i C_{ik}B_{ik}$. For fixed $k$, the inner sum is the Laplace expansion along column $k$ of $A[k\leftarrow B_{\cdot k}]$, since the cofactors of that column don't depend on its entries.

Mathlib's `Matrix.cramer` packages this expansion: it equals both the replaced-column determinant and the adjugate applied to the new column.

```lean
/-- The trace of `adj(A) B` is the sum of the determinants of `A` with one column
replaced by the corresponding column of `B`. -/
theorem trace_adjugate_mul (A B : Matrix (Fin N) (Fin N) ℂ) :
    (A.adjugate * B).trace = ∑ k, (A.updateCol k (fun i => B i k)).det := by
  simp only [Matrix.trace, Matrix.diag_apply]
  refine Finset.sum_congr rfl fun k _ => ?_
  rw [← Matrix.cramer_apply, Matrix.cramer_eq_adjugate_mulVec]
  rfl
```

## (b) A one-body operator acting on a determinant

Let $\chi^{(k)}$ be the family $\chi$ with $\chi_k$ replaced by $h\chi_k$. Show that
$$\hat F D_\chi=\sum_k D_{\chi^{(k)}}.$$

Fix $x$ and set $A_{ij}=\chi_j(x_i)$ and $B_{ij}=(h\chi_j)(x_i)=\sum_y h(x_i,y)\chi_j(y)$. Changing $x_i$ to $y$ changes only row $i$ of $A$, which becomes $(\chi_j(y))_j$. By linearity in that row, the sum over $y$ with weights $h(x_i,y)$ gives the determinant of $A$ with row $i$ taken from $B$. Expanding along the replaced row and summing over $i$,
$$(\hat FD_\chi)(x)=\sum_i\sum_j C_{ij}B_{ij}.$$
Doing the sum over $i$ first gives, by (a), $\sum_j\det A[j\leftarrow B_{\cdot j}]$. Replacing column $j$ in this way is the same as replacing $\chi_j$ by $h\chi_j$.

In the code, `hrow` is the row step and `hcol` the column step. The exchange of the two sums appears as `ht`, which applies (a) to the transposed matrices.

```lean
/-- A one-body operator turns a Slater determinant into the sum of the determinants
in which one orbital `χ_k` is replaced by `h χ_k`. -/
theorem oneBody_slater (h : Matrix X X ℂ) (χ : Fin N → X → ℂ) (x : Fin N → X) :
    oneBody h (slater χ) x = ∑ k, slater (Function.update χ k (h *ᵥ χ k)) x := by
  let A := orbitalMatrix χ x
  let B := orbitalMatrix (fun j => h *ᵥ χ j) x
  -- acting on particle `i` replaces row `i`
  have hrow : ∀ i, ∑ y, h (x i) y * slater χ (Function.update x i y)
      = (A.updateRow i (B i)).det := by
    intro i
    have hB : B i = ∑ y, h (x i) y • (fun j => χ j y) := by
      ext j
      simp [B, orbitalMatrix, Matrix.mulVec, dotProduct, Finset.sum_apply]
    rw [← Matrix.cramer_transpose_apply, hB, map_sum, Finset.sum_apply]
    refine Finset.sum_congr rfl fun y _ => ?_
    rw [map_smul, Pi.smul_apply, smul_eq_mul, Matrix.cramer_transpose_apply, slater]
    congr 2
    ext a b
    by_cases hai : a = i <;>
      simp [A, orbitalMatrix, Matrix.updateRow_apply, Function.update_apply, hai]
  -- replacing orbital `k` replaces column `k`
  have hcol : ∀ k, slater (Function.update χ k (h *ᵥ χ k)) x
      = (A.updateCol k (fun i => B i k)).det := by
    intro k
    rw [slater]
    congr 1
    ext a b
    by_cases hbk : b = k <;>
      simp [A, B, orbitalMatrix, Function.update_apply, hbk]
  -- both sums equal the trace of `adj(A) B`
  have ht := trace_adjugate_mul Aᵀ Bᵀ
  rw [← Matrix.adjugate_transpose, ← Matrix.transpose_mul, Matrix.trace_transpose,
    Matrix.trace_mul_comm, trace_adjugate_mul] at ht
  simp only [oneBody, hrow, hcol]
  rw [ht]
  refine Finset.sum_congr rfl fun i _ => ?_
  have e := Matrix.det_transpose (A.updateRow i (B i))
  rw [← Matrix.updateCol_transpose] at e
  exact e.symm
```

## (c) A determinant against an antisymmetric function

Suppose $\Psi(x\circ\sigma)=\operatorname{sgn}(\sigma)\Psi(x)$ for every permutation $\sigma$ of the particles. Show that
$$\langle D_\varphi,\Psi\rangle=N!\sum_x\Big(\prod_i\overline{\varphi_i(x_i)}\Big)\Psi(x).$$

Expand $D_\varphi(x)=\sum_\sigma\operatorname{sgn}(\sigma)\prod_i\varphi_i(x_{\sigma(i)})$ and absorb the sign into $\Psi$:
$$\langle D_\varphi,\Psi\rangle=\sum_\sigma\sum_x\Big(\prod_i\overline{\varphi_i(x_{\sigma(i)})}\Big)\Psi(x\circ\sigma).$$
The map $x\mapsto x\circ\sigma$ is a bijection of configurations, so each of the $N!$ permutations contributes the same sum.

The `calc` block follows these lines. The hypothesis `hΨ` is the Pauli antisymmetry of $\Psi$, and `Equiv.sum_comp` performs the relabelling.

```lean
/-- Against an antisymmetric wavefunction, a Slater determinant acts as `N!` times
the Hartree product of its orbitals. -/
theorem braket_slater (φ : Fin N → X → ℂ) (Ψ : (Fin N → X) → ℂ)
    (hΨ : ∀ (x : Fin N → X) (σ : Equiv.Perm (Fin N)),
      Ψ (x ∘ σ) = ((Equiv.Perm.sign σ : ℤ) : ℂ) * Ψ x) :
    braket (slater φ) Ψ = (N.factorial : ℂ) * ∑ x, (∏ i, conj (φ i (x i))) * Ψ x := by
  calc braket (slater φ) Ψ
      = ∑ x, ∑ σ : Equiv.Perm (Fin N), (∏ i, conj (φ i (x (σ i)))) * Ψ (x ∘ σ) := by
        refine Finset.sum_congr rfl fun x _ => ?_
        rw [slater, Matrix.det_apply', map_sum, Finset.sum_mul]
        refine Finset.sum_congr rfl fun σ _ => ?_
        rw [hΨ x σ, map_mul, map_prod, map_intCast]
        simp only [orbitalMatrix, Matrix.of_apply]
        ring
    _ = ∑ σ : Equiv.Perm (Fin N), ∑ x, (∏ i, conj (φ i (x (σ i)))) * Ψ (x ∘ σ) :=
        Finset.sum_comm
    _ = ∑ _σ : Equiv.Perm (Fin N), ∑ x, (∏ i, conj (φ i (x i))) * Ψ x := by
        -- relabel the particles
        refine Finset.sum_congr rfl fun σ _ => ?_
        exact Equiv.sum_comp (Equiv.arrowCongr σ.symm (Equiv.refl X))
          (fun y : Fin N → X => (∏ i, conj (φ i (y i))) * Ψ y)
    _ = _ := by
        rw [Finset.sum_const, Finset.card_univ, Fintype.card_perm, Fintype.card_fin,
          nsmul_eq_mul]
```

## (d) A Hartree product against a determinant

Show that
$$\sum_x\Big(\prod_i\overline{\varphi_i(x_i)}\Big)D_\chi(x)=\det S.$$

This time permute the orbitals: $D_\chi(x)=\sum_\sigma\operatorname{sgn}(\sigma)\prod_i\chi_{\sigma(i)}(x_i)$. For each $\sigma$ the sum over configurations factorises,
$$\sum_x\prod_i\overline{\varphi_i(x_i)}\,\chi_{\sigma(i)}(x_i)=\prod_i\langle\varphi_i,\chi_{\sigma(i)}\rangle=\prod_i S_{i\sigma(i)},$$
and the signed sum over $\sigma$ is $\det S$.

In the code, `e` is the expansion and `p` the factorisation.

```lean
/-- The inner product of a Hartree product with a Slater determinant is the determinant
of the orbital overlaps. -/
theorem hartree_slater (φ χ : Fin N → X → ℂ) :
    ∑ x, (∏ i, conj (φ i (x i))) * slater χ x = (overlap φ χ).det := by
  have e : ∀ x, slater χ x = ∑ σ : Equiv.Perm (Fin N),
      ((Equiv.Perm.sign σ : ℤ) : ℂ) * ∏ i, χ (σ i) (x i) := fun x =>
    (Matrix.det_transpose (orbitalMatrix χ x)).symm.trans (Matrix.det_apply' _)
  rw [← Matrix.det_transpose (overlap φ χ), Matrix.det_apply']
  simp only [e, Finset.mul_sum]
  rw [Finset.sum_comm]
  refine Finset.sum_congr rfl fun σ _ => ?_
  -- a product of one-particle sums is a sum over configurations
  have p : ∏ i, (overlap φ χ)ᵀ (σ i) i
      = ∑ x : Fin N → X, ∏ i, conj (φ i (x i)) * χ (σ i) (x i) := by
    simp only [Matrix.transpose_apply, overlap, Matrix.of_apply, braket]
    rw [Finset.prod_univ_sum, Fintype.piFinset_univ]
  rw [p, Finset.mul_sum]
  refine Finset.sum_congr rfl fun x _ => ?_
  rw [Finset.prod_mul_distrib]
  ring
```

## (e) The matrix element for arbitrary orbitals

Show that, for any $h$, $\varphi$ and $\chi$,
$$\langle D_\varphi,\hat FD_\chi\rangle=N!\,\operatorname{tr}(\operatorname{adj}(S)H).$$

By (b), the left side is $\sum_k\langle D_\varphi,D_{\chi^{(k)}}\rangle$. Each $D_{\chi^{(k)}}$ is antisymmetric, so (c) and (d) turn the $k$-th term into $N!$ times the determinant of the overlaps between $\varphi$ and $\chi^{(k)}$. That overlap matrix is $S[k\leftarrow H_{\cdot k}]$, and (a) sums the determinants to the trace.

With a factor $1/\sqrt{N!}$ on each determinant, the $N!$ disappears. For nonorthogonal orbitals this does not yet normalise the states: by (c) and (d), $\langle D_\varphi,D_\varphi\rangle=N!\det S^{\varphi\varphi}$ with $S^{\varphi\varphi}_{ij}=\langle\varphi_i,\varphi_j\rangle$. Define $S^{\chi\chi}$ in the same way from the $\chi_i$. If both families are linearly independent, the element between normalised states is
$$\frac{\operatorname{tr}(\operatorname{adj}(S)H)}{\sqrt{\det S^{\varphi\varphi}\,\det S^{\chi\chi}}}.$$

Such elements occur in nonorthogonal configuration interaction, where the determinants may, for example, come from separate self-consistent calculations; the rule here supplies the one-body part in a finite basis, not the electron repulsion.

In the code, `hsum` is the use of (b), and `hanti` supplies the antisymmetry that (c) requires.

```lean
/-- **Löwdin rule.** The matrix element of `∑ᵢ hᵢ` between two unnormalised Slater determinants
is `N! tr(adj(S) H)`, with `S_ij = ⟨φ_i, χ_j⟩` and `H_ij = ⟨φ_i, h χ_j⟩`. -/
theorem lowdin_rule (h : Matrix X X ℂ) (φ χ : Fin N → X → ℂ) :
    braket (slater φ) (oneBody h (slater χ)) = (N.factorial : ℂ) *
      ((overlap φ χ).adjugate * overlap φ (fun j => h *ᵥ χ j)).trace := by
  have hsum : braket (slater φ) (oneBody h (slater χ))
      = ∑ k, braket (slater φ) (slater (Function.update χ k (h *ᵥ χ k))) := by
    simp only [braket, oneBody_slater, Finset.mul_sum]
    exact Finset.sum_comm
  rw [hsum, trace_adjugate_mul, Finset.mul_sum]
  refine Finset.sum_congr rfl fun k _ => ?_
  -- exchanging particles permutes the rows of the determinant
  have hanti : ∀ (x : Fin N → X) (σ : Equiv.Perm (Fin N)),
      slater (Function.update χ k (h *ᵥ χ k)) (x ∘ σ)
        = ((Equiv.Perm.sign σ : ℤ) : ℂ) * slater (Function.update χ k (h *ᵥ χ k)) x :=
    fun x σ => Matrix.det_permute σ (orbitalMatrix (Function.update χ k (h *ᵥ χ k)) x)
  rw [braket_slater φ _ hanti, hartree_slater]
  congr 2
  ext i j
  by_cases hj : j = k <;> simp [overlap, Function.update_apply, hj]
```

## (f) Nonsingular overlap

Suppose $\det S\neq0$. Show that
$$\langle D_\varphi,\hat FD_\chi\rangle=N!\,\det(S)\,\operatorname{tr}(S^{-1}H).$$

Substitute $\operatorname{adj}(S)=\det(S)\,S^{-1}$ in (e).

The condition `hS` matters already for one particle. Take $X=\{1,2\}$ with basis functions $e_1,e_2$, let $\varphi_0=e_1$ and $\chi_0=e_2$, and let $h(1,2)=h(2,1)=1$ be the only nonzero entries of $h$. Then $h\chi_0=e_1$, so the matrix element is $1$. Here $S=0$. Lean assigns a singular matrix the inverse $0$, so the right side is still defined, and its factor $\det S=0$ makes it $0$. The adjugate of a $1\times1$ matrix is $1$, so (e) still gives the correct value.

```lean
/-- If the overlap matrix `S` is nonsingular, the matrix element is `N! det(S) tr(S⁻¹ H)`. -/
theorem lowdin_rule_nonsingular (h : Matrix X X ℂ) (φ χ : Fin N → X → ℂ)
    (hS : (overlap φ χ).det ≠ 0) :
    braket (slater φ) (oneBody h (slater χ)) = (N.factorial : ℂ) *
      ((overlap φ χ).det * ((overlap φ χ)⁻¹ * overlap φ (fun j => h *ᵥ χ j)).trace) := by
  rw [lowdin_rule, Matrix.inv_def, Ring.inverse_eq_inv', Matrix.smul_mul, Matrix.trace_smul,
    smul_eq_mul, mul_inv_cancel_left₀ hS]
```

## (g) Equal determinants of orthonormal orbitals

Suppose $\langle\varphi_i,\varphi_j\rangle=\delta_{ij}$. Show that
$$\langle D_\varphi,\hat FD_\varphi\rangle=N!\sum_i\langle\varphi_i,h\varphi_i\rangle.$$

Now $S=1$ and $\operatorname{adj}(1)=1$, so (e) leaves $N!\operatorname{tr}H$. For the normalised determinant, the expectation value is $\sum_i\langle\varphi_i,h\varphi_i\rangle$.

Orthonormality is written as the matrix equation `overlap φ φ = 1`.

```lean
/-- **Slater-Condon rule, equal determinants.** For orthonormal orbitals the matrix element
is `N!` times the sum of the orbital expectation values of `h`. -/
theorem slater_condon_diagonal (h : Matrix X X ℂ) (φ : Fin N → X → ℂ)
    (hφ : overlap φ φ = 1) :
    braket (slater φ) (oneBody h (slater φ))
      = (N.factorial : ℂ) * ∑ i, braket (φ i) (h *ᵥ φ i) := by
  rw [lowdin_rule, hφ, Matrix.adjugate_one, one_mul]
  rfl
```

## (h) One replaced orbital

Keep the $\varphi_i$ orthonormal. Let $a$ be orthogonal to all of them, and let $\varphi'$ be $\varphi$ with $\varphi_k$ replaced by $a$ in the same position. Show that
$$\langle D_\varphi,\hat FD_{\varphi'}\rangle=N!\,\langle\varphi_k,ha\rangle.$$

The overlap matrix is the identity with column $k$ set to zero. In the sum from (a), every term that replaces a column $m\ne k$ keeps the zero column and vanishes. The term $m=k$ is the determinant of the identity with column $k$ replaced by $(\langle\varphi_i,ha\rangle)_i$, which equals its diagonal entry $\langle\varphi_k,ha\rangle$. If $a$ has unit norm, this entry is the element between normalised determinants.

`Finset.sum_eq_single k` isolates the surviving term, and `Matrix.cramer_one` evaluates it.

```lean
/-- **Slater-Condon rule, one replaced orbital.** If the `φ_i` are orthonormal and `φ_k` is
replaced in the ket by an orbital `a` orthogonal to all of them, the matrix element is
`N! ⟨φ_k, h a⟩`. -/
theorem slater_condon_single (h : Matrix X X ℂ) (φ : Fin N → X → ℂ) (k : Fin N) (a : X → ℂ)
    (hφ : overlap φ φ = 1) (ha : ∀ i, braket (φ i) a = 0) :
    braket (slater φ) (oneBody h (slater (Function.update φ k a)))
      = (N.factorial : ℂ) * braket (φ k) (h *ᵥ a) := by
  rw [lowdin_rule, trace_adjugate_mul]
  congr 1
  rw [Finset.sum_eq_single k]
  · -- replacing column `k` leaves the identity matrix elsewhere
    have hS : ∀ b : Fin N → ℂ, (overlap φ (Function.update φ k a)).updateCol k b
        = (1 : Matrix (Fin N) (Fin N) ℂ).updateCol k b := by
      intro b
      rw [← hφ]
      ext i j
      by_cases hj : j = k <;> simp [overlap, hj]
    rw [hS, ← Matrix.cramer_apply, Matrix.cramer_one]
    simp [overlap]
  · -- otherwise the zero column `k` survives
    intro m _ hm
    refine Matrix.det_eq_zero_of_column_eq_zero k fun i => ?_
    rw [Matrix.updateCol_ne hm.symm]
    simp [overlap, ha]
  · intro hk
    exact absurd (Finset.mem_univ k) hk
```

## (i) Two replaced orbitals

Let $k\neq l$, and let $\chi_k$ and $\chi_l$ both be orthogonal to every $\varphi_i$. Show that
$$\langle D_\varphi,\hat FD_\chi\rangle=0.$$

Columns $k$ and $l$ of $S$ are zero. Each determinant in the sum from (a) replaces only one column, so at least one zero column remains and every term vanishes. No orthonormality within either family is needed. A double excitation from orthonormal orbitals is the usual special case.

The code splits on whether the replaced column `m` is `k`, and points to the zero column that is left.

```lean
/-- **Slater-Condon rule, two replaced orbitals.** The matrix element vanishes if two different
ket orbitals are orthogonal to every bra orbital. -/
theorem slater_condon_double (h : Matrix X X ℂ) (φ χ : Fin N → X → ℂ) {k l : Fin N}
    (hkl : k ≠ l) (hk : ∀ i, braket (φ i) (χ k) = 0) (hl : ∀ i, braket (φ i) (χ l) = 0) :
    braket (slater φ) (oneBody h (slater χ)) = 0 := by
  rw [lowdin_rule, trace_adjugate_mul, Finset.sum_eq_zero, mul_zero]
  intro m _
  -- one of the two zero columns is left untouched
  by_cases hm : m = k
  · refine Matrix.det_eq_zero_of_column_eq_zero l fun i => ?_
    rw [Matrix.updateCol_ne (fun e => hkl (hm.symm.trans e.symm))]
    exact hl i
  · refine Matrix.det_eq_zero_of_column_eq_zero k fun i => ?_
    rw [Matrix.updateCol_ne (Ne.symm hm)]
    exact hk i

end

end LowdinOneBody
```

```lean
#print axioms LowdinOneBody.oneBody_slater
-- 'LowdinOneBody.oneBody_slater' depends on axioms: [propext, Classical.choice, Quot.sound]
#print axioms LowdinOneBody.lowdin_rule_nonsingular
-- 'LowdinOneBody.lowdin_rule_nonsingular' depends on axioms: [propext, Classical.choice, Quot.sound]
#print axioms LowdinOneBody.slater_condon_single
-- 'LowdinOneBody.slater_condon_single' depends on axioms: [propext, Classical.choice, Quot.sound]
#print axioms LowdinOneBody.slater_condon_double
-- 'LowdinOneBody.slater_condon_double' depends on axioms: [propext, Classical.choice, Quot.sound]
```
